# In finite dimension, $\{R\mid t\}$ with $R$ real orthogonal is in exactly one way a translation times a commuting operation with a fixed point

## Does a rotation by one radian have a well-defined screw part?

I write $\{R\mid t\}$ for the operation $x\mapsto Rx+t$, with $R$ a real orthogonal map and $t$ a vector. A pure translation is $\{1\mid w\}$, and in a product the right-hand factor acts first.

For a space-group operation I know how to find the screw or glide part. If $R^n=1$, I compute $\{R\mid t\}^n$, which is a pure translation, and divide its vector by $n$. Now I have a helical polymer in which each repeat unit is carried to the next by a rotation of one radian about $z$ with shift $t=(1,0,2)$. No positive power of this rotation is the identity, so the recipe never starts. I would guess that the screw part is $(0,0,2)$. But is there always such a part, for any orthogonal $R$? And could another factorisation, perhaps with a different rotation in it, give a different answer?

## The screw part is $t$ minus its orthogonal projection on the range of $R-1$

It always exists in finite dimension, and it is unique. Let $E$ be a finite-dimensional real inner product space and $g=\{R\mid t\}$. There is exactly one pair $(w,s)$ of a vector and an operation such that $g=\{1\mid w\}\,s$, the two factors commute, and $s$ has a fixed point. The order of $R$ plays no role, and the rotation in $s$ is forced to be $R$.

**What the conditions mean for $t$.** Let $s=\{S\mid u\}$. The two products are

$$\{1\mid w\}\{S\mid u\}=\{S\mid u+w\},\qquad \{S\mid u\}\{1\mid w\}=\{S\mid Sw+u\},$$

so the factors commute exactly when $Sw=w$. The equation $g=\{1\mid w\}s$ gives $S=R$ and $t=u+w$. A fixed point $c$ of $s$ satisfies $Rc+u=c$, that is, $u=c-Rc$. The task is therefore to write

$$t=w+(c-Rc),\qquad Rw=w.$$

**Orthogonality.** If $Rw=w$, then for every $x$

$$\langle w,Rx-x\rangle=\langle Rw,Rx\rangle-\langle w,x\rangle=0,$$

because $R$ preserves inner products.

**Existence.** Let $K$ be the range of $R-1$. Split $t=y+w$ with $y=Ra-a$ in $K$ and $w$ orthogonal to $K$. Since $Rw-w$ lies in $K$, we have $\langle w,Rw-w\rangle=0$, so $\langle w,Rw\rangle=\|w\|^2$. Then

$$\|Rw-w\|^2=\|Rw\|^2-2\langle Rw,w\rangle+\|w\|^2=0,$$

and $Rw=w$. With $c=-a$ we get $c-Rc=y$, which is the required form.

**Uniqueness.** Suppose that also $t=w'+(c'-Rc')$ with $Rw'=w'$. Subtracting the two expressions for $t$ gives

$$w'-w=R(c'-c)-(c'-c).$$

The left side is fixed by $R$, and the right side has the form $Rx-x$. By the orthogonality above, $w'-w$ is orthogonal to itself, so $w'=w$. The shift of $s$ is then $t-w$ in both cases, and its rotation is $R$ in both cases. The fixed point $c$ itself may have many choices.

**Axis and displacement.** Since $sx=Rx+c-Rc$, we have

$$sx-x=R(x-c)-(x-c).$$

Hence $x$ is a fixed point of $s$ exactly when $R$ fixes $x-c$: the fixed points form the set through $c$ parallel to the fixed space of $R$. Moreover $gx-x=w+(sx-x)$, and the two terms are orthogonal, so

$$\|gx-x\|^2=\|w\|^2+\|sx-x\|^2.$$

No point moves by less than $\|w\|$, and the points that move by exactly $\|w\|$ are the fixed points of $s$. It follows that $g$ has a fixed point exactly when $w=0$.

For your polymer, $w=(0,0,2)$ as you guessed. Solving $c-Rc=(1,0,0)$ in the plane $z=0$ gives $c=\left(\tfrac12,\tfrac12\cot\tfrac12,0\right)$, so the axis is the line through this point parallel to $z$. Your recipe for finite order agrees with the general result: averaging $R^kt$ over $k=0,\dots,n-1$ leaves $w$ unchanged and turns $c-Rc$ into $(c-R^nc)/n=0$.

## A shear combined with a shift can lack such a decomposition

Orthogonality of $R$ matters for existence. In the plane take $R(x,y)=(x+y,y)$, which is invertible and has determinant one, and $t=(0,1)$. The vectors fixed by $R$ are $(a,0)$, and every $c-Rc$ is of the form $(b,0)$. Their sum never equals $(0,1)$. Invertibility and conservation of volume are thus not enough.

## Seitz operators as pairs in Lean

The structure `Seitz E` holds two fields: `rot`, the map $R$, of type `E ≃ₗᵢ[ℝ] E`, and `shift`, the vector $t$. This type consists of the invertible linear maps that preserve the norm, so reflections, inversions and rotoinversions are included along with proper rotations. `Seitz.act` is the action on points. The product is the usual Seitz rule, and `act_mul` proves that it is composition of the maps.

The predicate `IsScrew g w s` collects the three conditions: the product formula, `Commute (translation w) s`, and the existence of a fixed point of `s`. The theorem `chasles` says that for every `g` there is exactly one pair `p : E × Seitz E` satisfying it. Because the pair contains a complete Seitz operator, uniqueness ranges over all rotations that `s` might have had, which answers your last question.

Two names need care. Many crystallographic texts write $(W,w)$ for the whole operation, whereas here $w$ is only its screw or glide part. And "screw" is used broadly: a glide reflection counts, and the "axis" can be a point, a line, a plane or the whole space, depending on $R$. The classical theorem of Chasles concerns proper motions in three dimensions and speaks of a rotation about a line. To get that wording from `chasles` one adds Euler's theorem, that a proper rotation other than the identity fixes exactly a line of vectors; this ingredient is not proved here.

Finite dimension is assumed only in `exists_shift_split` and `chasles`. The theorems on the axis and the displacement start from a given screw decomposition and hold in any real inner product space.

The step left to the user is the passage from tabulated data to this model. Space-group tables give matrices in fractional coordinates, and these are in general not orthogonal matrices; they must be referred to the metric of the cell before $R$ is an isometry in the sense used here.

Suppose that $g$ carries each unit of a helical polymer or chiral nanotube to the next one along the helix, and that $R$ is a proper rotation other than the identity. Then $\|w\|$ is the rise per unit, and the fixed points of $s$ form the helix axis. This concerns a single operation acting on points and says nothing about the Hamiltonian or its states.

```lean
import Mathlib

namespace ScrewDecomposition

variable {E : Type*} [NormedAddCommGroup E] [InnerProductSpace ℝ E]

/-- A Seitz operator `{R|t}`: an orthogonal part `R` and a shift vector `t`. -/
@[ext]
structure Seitz (E : Type*) [NormedAddCommGroup E] [InnerProductSpace ℝ E] where
  /-- The orthogonal part `R`. -/
  rot : E ≃ₗᵢ[ℝ] E
  /-- The shift vector `t`. -/
  shift : E

/-- The action of `{R|t}` on points, `x ↦ R x + t`. -/
def Seitz.act (g : Seitz E) (x : E) : E := g.rot x + g.shift

/-- The Seitz product `{R|t}{Q|u} = {RQ|Ru + t}`. -/
instance : Mul (Seitz E) :=
  ⟨fun g h => ⟨h.rot.trans g.rot, g.rot h.shift + g.shift⟩⟩

/-- The pure translation `{1|w}`. -/
def translation (w : E) : Seitz E := ⟨LinearIsometryEquiv.refl ℝ E, w⟩

/-- The pair `(w, s)` is a screw decomposition of `g`: `g` is the product of the translation
`{1|w}` and the Seitz operator `s`, the two factors commute, and `s` has a fixed point. -/
def IsScrew (g : Seitz E) (w : E) (s : Seitz E) : Prop :=
  g = translation w * s ∧ Commute (translation w) s ∧ ∃ c, s.act c = c

/-- The Seitz product acts on points as the composition of the two operations. -/
theorem act_mul (g h : Seitz E) (x : E) : (g * h).act x = g.act (h.act x) := by
  show g.rot (h.rot x) + (g.rot h.shift + g.shift) = g.rot (h.rot x + h.shift) + g.shift
  rw [map_add, add_assoc]

/-- A translation commutes with a Seitz operator exactly when the orthogonal part of the
operator leaves the translation vector unchanged. -/
theorem commute_translation_iff (w : E) (s : Seitz E) :
    Commute (translation w) s ↔ s.rot w = w := by
  constructor
  · intro h
    have h2 : s.shift + w = s.rot w + s.shift := congrArg Seitz.shift h.eq
    exact (add_right_cancel ((add_comm _ _).trans h2)).symm
  · intro h
    refine Seitz.ext (LinearIsometryEquiv.ext fun _ => rfl) ?_
    show s.shift + w = s.rot w + s.shift
    rw [h, add_comm]

/-- A vector fixed by an orthogonal map `R` is orthogonal to every difference `R x - x`. -/
theorem inner_fixed_eq_zero (R : E ≃ₗᵢ[ℝ] E) {w : E} (hw : R w = w) (x : E) :
    inner ℝ w (R x - x) = 0 := by
  have h := R.inner_map_map w x
  rw [hw] at h
  rw [inner_sub_right, h, sub_self]

/-- In finite dimension every shift vector `t` splits into a vector `w` fixed by `R` and a part
`c - R c` that a change of origin removes. -/
theorem exists_shift_split [FiniteDimensional ℝ E] (R : E ≃ₗᵢ[ℝ] E) (t : E) :
    ∃ w c : E, R w = w ∧ t = w + (c - R c) := by
  -- project `t` on the range of `R - 1`
  let K : Submodule ℝ E := LinearMap.range (R.toLinearEquiv.toLinearMap - LinearMap.id)
  have hK : ∃ y ∈ K, ∃ z ∈ Kᗮ, t = y + z := Submodule.exists_add_mem_mem_orthogonal t
  obtain ⟨y, ⟨a, ha⟩, w, hw, ht⟩ := hK
  have ha' : R a - a = y := ha
  have h0 : inner ℝ w (R w - w) = 0 :=
    (Submodule.mem_orthogonal' _ w).1 hw _ ⟨w, rfl⟩
  -- the remainder is fixed by `R`, since `‖R w - w‖² = 0`
  have h1 : ‖R w - w‖ ^ 2 = 0 := by
    rw [inner_sub_right, real_inner_self_eq_norm_sq] at h0
    rw [norm_sub_sq_real, R.norm_map, real_inner_comm]
    linarith
  refine ⟨w, -a, sub_eq_zero.1 (norm_eq_zero.1 (pow_eq_zero_iff two_ne_zero |>.1 h1)), ?_⟩
  rw [ht, ← ha', map_neg]
  abel

/-- In a screw decomposition of `g` the factor `s` has the orthogonal part of `g`, this part
fixes `w`, and the shift vectors add up. -/
theorem IsScrew.parts {g s : Seitz E} {w : E} (h : IsScrew g w s) :
    s.rot = g.rot ∧ g.rot w = w ∧ g.shift = s.shift + w := by
  have hr : s.rot = g.rot := by
    rw [h.1]
    exact LinearIsometryEquiv.ext fun _ => rfl
  refine ⟨hr, ?_, congrArg Seitz.shift h.1⟩
  rw [← hr]
  exact (commute_translation_iff w s).1 h.2.1

/-- **Chasles' theorem in any finite dimension.** Every Seitz operator is in exactly one way the
product of a translation and a Seitz operator with a fixed point that commute with each other. -/
theorem chasles [FiniteDimensional ℝ E] (g : Seitz E) :
    ∃! p : E × Seitz E, IsScrew g p.1 p.2 := by
  obtain ⟨w, c, hw, ht⟩ := exists_shift_split g.rot g.shift
  have h : IsScrew g w ⟨g.rot, c - g.rot c⟩ := by
    refine ⟨Seitz.ext (LinearIsometryEquiv.ext fun _ => rfl) (ht.trans (add_comm _ _)),
      (commute_translation_iff _ _).2 hw, c, ?_⟩
    show g.rot c + (c - g.rot c) = c
    abel
  refine ⟨(w, ⟨g.rot, c - g.rot c⟩), h, ?_⟩
  rintro ⟨w', s'⟩ h'
  change IsScrew g w' s' at h'
  obtain ⟨hr', hw', ht'⟩ := h'.parts
  obtain ⟨-, -, c', hc'⟩ := h'
  have hc1 : g.rot c' + s'.shift = c' := by
    rw [← hr']
    exact hc'
  -- the difference of the translations is fixed by `R` and lies in the range of `R - 1`
  have hd : w' - w = g.rot (c' - c) - (c' - c) := by
    rw [map_sub]
    linear_combination (norm := module) ht - ht' - hc1
  have hfix : g.rot (w' - w) = w' - w := by rw [map_sub, hw, hw']
  have h0 := inner_fixed_eq_zero g.rot hfix (c' - c)
  rw [← hd] at h0
  have hww : w' = w := sub_eq_zero.1 (inner_self_eq_zero.1 h0)
  have hs : s' = ⟨g.rot, c - g.rot c⟩ := by
    refine Seitz.ext hr' ?_
    show s'.shift = c - g.rot c
    linear_combination (norm := module) ht - ht' - hww
  rw [hww, hs]

/-- The screw axis: if `(w, s)` is a screw decomposition of `g` and `c` is a fixed point of `s`,
then `x` is a fixed point of `s` exactly when the orthogonal part of `g` fixes `x - c`. -/
theorem IsScrew.axis {g s : Seitz E} {w c : E} (h : IsScrew g w s) (hc : s.act c = c) (x : E) :
    s.act x = x ↔ g.rot (x - c) = x - c := by
  have hc1 : s.rot c + s.shift = c := hc
  rw [← h.parts.1, map_sub]
  show s.rot x + s.shift = x ↔ _
  constructor <;> intro hx
  · linear_combination (norm := module) hx - hc1
  · linear_combination (norm := module) hx + hc1

/-- Pythagoras for a screw decomposition `(w, s)` of `g`: the squared displacement of a point under
`g` is the squared length of `w` plus the squared displacement under `s`. -/
theorem IsScrew.displacement_sq {g s : Seitz E} {w : E} (h : IsScrew g w s) (x : E) :
    ‖g.act x - x‖ ^ 2 = ‖w‖ ^ 2 + ‖s.act x - x‖ ^ 2 := by
  obtain ⟨hr, hw, ht⟩ := h.parts
  obtain ⟨-, -, c, hc⟩ := h
  have hc1 : g.rot c + s.shift = c := by
    rw [← hr]
    exact hc
  have hs : s.act x - x = g.rot (x - c) - (x - c) := by
    rw [Seitz.act, hr, map_sub]
    linear_combination (norm := module) hc1
  have hg : g.act x - x = w + (s.act x - x) := by
    rw [Seitz.act, Seitz.act, hr, ht]
    abel
  -- the two parts of the displacement are orthogonal
  have h0 : inner ℝ w (s.act x - x) = 0 := by
    rw [hs]
    exact inner_fixed_eq_zero g.rot hw _
  rw [hg, norm_add_sq_real, h0]
  ring

/-- If `(w, s)` is a screw decomposition of `g`, then `g` displaces no point by less than the length
of `w`, and the points that it displaces by exactly this length are the fixed points of `s`. -/
theorem IsScrew.least_displacement {g s : Seitz E} {w : E} (h : IsScrew g w s) (x : E) :
    ‖w‖ ≤ ‖g.act x - x‖ ∧ (‖g.act x - x‖ = ‖w‖ ↔ s.act x = x) := by
  have p := h.displacement_sq x
  refine ⟨?_, fun hx => ?_, fun hx => ?_⟩
  · nlinarith [norm_nonneg (g.act x - x), norm_nonneg w, sq_nonneg ‖s.act x - x‖]
  · rw [hx] at p
    have h0 : ‖s.act x - x‖ ^ 2 = 0 := by linarith
    exact sub_eq_zero.1 (norm_eq_zero.1 (pow_eq_zero_iff two_ne_zero |>.1 h0))
  · have hg : g.act x = s.act x + w := by
      rw [h.1, act_mul]
      rfl
    rw [hg, hx, add_sub_cancel_left]

/-- A Seitz operator with screw decomposition `(w, s)` has a fixed point exactly when the
translation vector `w` vanishes. -/
theorem IsScrew.fixed_point_iff {g s : Seitz E} {w : E} (h : IsScrew g w s) :
    (∃ x, g.act x = x) ↔ w = 0 := by
  constructor
  · rintro ⟨x, hx⟩
    have h1 := (h.least_displacement x).1
    rw [hx, sub_self, norm_zero] at h1
    exact norm_le_zero_iff.1 h1
  · intro hw
    obtain ⟨c, hc⟩ := h.2.2
    have h1 := (h.least_displacement c).2.2 hc
    rw [hw, norm_zero] at h1
    exact ⟨c, sub_eq_zero.1 (norm_eq_zero.1 h1)⟩

end ScrewDecomposition
```

```lean
#print axioms ScrewDecomposition.chasles
-- 'ScrewDecomposition.chasles' depends on axioms: [propext, Classical.choice, Quot.sound]
#print axioms ScrewDecomposition.IsScrew.axis
-- 'ScrewDecomposition.IsScrew.axis' depends on axioms: [propext, Classical.choice, Quot.sound]
#print axioms ScrewDecomposition.IsScrew.fixed_point_iff
-- 'ScrewDecomposition.IsScrew.fixed_point_iff' depends on axioms: [propext, Classical.choice, Quot.sound]
```

## From the commutation rule to the least displacement

`commute_translation_iff` is the comparison of the two products. In one direction it takes the shift of both sides of the commutation equation and cancels `s.shift`; in the other, `Seitz.ext` reduces equality of two operators to equality of their rotations and of their shifts. `inner_fixed_eq_zero` is the orthogonality step, with `R.inner_map_map` supplying the invariance of the inner product.

`exists_shift_split` is the existence argument. The submodule `K` is the range of $R-1$, and `Submodule.exists_add_mem_mem_orthogonal` splits `t` into a part in `K` and a part `w` orthogonal to it; finite dimension guarantees that this projection exists. The step `h0` is $\langle w,Rw-w\rangle=0$, and `h1` expands $\|Rw-w\|^2$ and finds zero. The vector returned as `c` is `-a`, as in the derivation.

`IsScrew.parts` reads off from a decomposition that $S=R$, $Rw=w$ and $t=u+w$. This is where the rotation of `s` is forced.

In `chasles`, the first half builds the operator with rotation `g.rot` and shift `c - g.rot c` and checks the three conditions. The second half takes any other pair `(w', s')` with fixed point `c'`. The equation `hd` is the formula for $w'-w$ above, and `linear_combination (norm := module)` obtains it by adding and subtracting the known vector equations. Then `hfix` says that this difference is fixed by $R$, `inner_fixed_eq_zero` makes it orthogonal to itself, and `inner_self_eq_zero` gives `w' = w`. The equality of the two operators follows from their rotations and shifts.

`IsScrew.axis` subtracts the fixed-point equation for `c` from the one for `x`, and adds it back for the converse. `IsScrew.displacement_sq` writes the displacement under `g` as `w + (s.act x - x)`, shows that the two terms are orthogonal, and expands the square of the norm. In `IsScrew.least_displacement`, `nlinarith` passes from the squared norms to the inequality between the norms. If equality holds, the squared displacement under `s` must vanish; conversely, at a fixed point of `s` the displacement under `g` is `w` itself.

`IsScrew.fixed_point_iff` uses both parts of this theorem, the bound and the case of equality. A fixed point of `g` has zero displacement, so $\|w\|\le 0$. If $w=0$, a fixed point of `s` is displaced by $\|w\|=0$ under `g`, and so is fixed by `g` as well.
